# A spectral gap of the transfer matrix makes connected correlations decay exponentially

## One surviving mode and one decaying mode

Consider an infinite uniform matrix product state whose transfer matrix $T$ has the simple eigenvalue 1 and all other eigenvalues of smaller modulus. The expectation value of a product of two single-site observables with $k$ sites between them is $lAT^kBr$. Here $l$ and $r$ are the left and right fixed vectors of $T$ with $lr=1$, and $A$ and $B$ are transfer matrices dressed with the observables. The algebra already shows in a two-dimensional toy model, which is too small to be the transfer matrix of a matrix product state with more than one bond state: $T=\mathrm{diag}(1,\lambda)$, the column $r$ with entries 1 and 0, and the row $l=(1,0)$. Then $Tr=r$, $lT=l$ and $lr=1$. For any $2\times2$ matrices $A$ and $B$,

$$lAT^kBr=A_{11}B_{11}+A_{12}\,\lambda^k B_{21}.$$

The first term is $(lAr)(lBr)$, the product of the separate expectation values. What remains after subtracting it is $A_{12}\lambda^kB_{21}$, which decays exponentially if $|\lambda|<1$.

If $\lambda=1$, the three fixed-vector conditions still hold but the gap is lost. With $A=B=\sigma_x$ the difference equals 1 for every $k$, so no bound $Cq^k$ with $q<1$ is possible.

## The bound for a general transfer matrix

Let $T$ be a complex square matrix with $Tr=r$, $lT=l$ and $lr=1$. Put $P=rl$, a column times a row, and $E=T-P$. Assume that every eigenvalue of $E$ has modulus below $q$. The claim is that for all $A,B$ there is a $C$ with

$$|G_k|\le Cq^k\quad(k=0,1,2,\dots),\qquad G_k=lAT^kBr-(lAr)(lBr).$$

The bound needs no upper limit on $q$; it expresses decay when $q<1$. Positivity is automatic: $Er=r-r(lr)=0$ with $r\neq0$, so 0 is an eigenvalue of $E$ and $0<q$.

The fixed-vector conditions give $TP=PT=P^2=P$. From these follows

$$T^k-P=E^k(1-P).$$

At $k=0$ both sides are $1-P$. If the identity holds at $k$, then

$$E^{k+1}(1-P)=(T-P)(T^k-P)=T^{k+1}-P-P+P=T^{k+1}-P.$$

Since $lAPBr=(lAr)(lBr)$,

$$G_k=lA(T^k-P)Br=lAE^k(1-P)Br=f(E^k),$$

where $f(X)=lAX(1-P)Br$ is linear in $X$.

Gelfand's formula says that $\|E^k\|^{1/k}$ tends to the largest eigenvalue modulus of $E$, which is below $q$. Hence there is an $N$ with $\|E^k\|\le q^k$ for all $k\ge N+1$. For the remaining powers set $S=\sum_{j=0}^{N}\|E^j\|/q^j$. Then $\|E^k\|\le(1+S)q^k$ for every $k$, and $C=\|f\|(1+S)$ suffices.

The rate is tied to the spectrum. Let $Ev=\mu v$ with $v\ne0$ and $\mu\neq0$. Because $lE=0$, we get $\mu\,lv=0$, so $lv=0$ and $Tv=\mu v$. Choose a row $w$ with $wv=1$, and set $A=rw$, $B=vl$. Then $lAT^kBr=wT^kv=\mu^k$ and $lBr=0$, so $G_k=\mu^k$ exactly.

For a uniform matrix product state of fixed finite bond dimension with such a gap and $q<1$, correlations cannot follow a power law out to arbitrary distance, which limits its use for critical chains.

## Fixed vectors, gap and correlation in Lean

```lean
import Mathlib

open Matrix Filter
open scoped Kronecker ENNReal NNReal Topology

namespace MPSCorrelationDecay

noncomputable section

variable {n : Type*} [Fintype n] [DecidableEq n]
```

The type `n` labels the bond-space basis; the separation is `k`. For a matrix product state, `n` consists of pairs of ket and bra bond indices.

```lean
/-- A transfer matrix `T` with right and left fixed vectors `r`, `l`, normalized by `l r = 1`,
such that all eigenvalues of `T - r l` have modulus below `q`. -/
structure GappedTransfer (T : Matrix n n ℂ) (r l : n → ℂ) (q : ℝ) : Prop where
  right_fixed : T *ᵥ r = r
  left_fixed : l ᵥ* T = l
  normalized : l ⬝ᵥ r = 1
  gap : ∀ (μ : ℂ) (v : n → ℂ), v ≠ 0 → (T - vecMulVec r l) *ᵥ v = μ • v → ‖μ‖ < q
```

The product `⬝ᵥ` involves no complex conjugation, so `l` is a row vector in its own right. The matrix `vecMulVec r l` is $P$. The fields `right_fixed` and `left_fixed`, with the nonzero vectors that `normalized` guarantees, make 1 an eigenvalue of `T`; when $q\le1$, the field `gap` makes it the leading one. The field `gap` is assumed, not derived from properties of a tensor. For $q<1$ it says that every mode other than the fixed one is damped along the chain.

```lean
/-- The connected correlation `l A Tᵏ B r - (l A r)(l B r)` of two insertions `A` and `B`
separated by `k` sites. -/
def connectedCorr (T : Matrix n n ℂ) (r l : n → ℂ) (A B : Matrix n n ℂ) (k : ℕ) : ℂ :=
  l ⬝ᵥ ((A * T ^ k * B) *ᵥ r) - (l ⬝ᵥ (A *ᵥ r)) * (l ⬝ᵥ (B *ᵥ r))
```

This is $G_k$, with $k$ transfer matrices between the insertions, so $k=0$ means adjacent ones. `A` and `B` are arbitrary bond-space matrices. They include transfer matrices dressed with a local observable, but the definition starts on the bond space and does not derive the formula from a many-body state.

## From the projector identity to the bound

```lean
omit [DecidableEq n] in
/-- The matrix `x y`, a column times a row, sends `w` to `x` times the number `y w`. -/
theorem rank_one_mulVec (x y w : n → ℂ) : vecMulVec x y *ᵥ w = (y ⬝ᵥ w) • x := by
  ext i
  simp only [mulVec, dotProduct, vecMulVec_apply, Pi.smul_apply, smul_eq_mul, Finset.sum_mul]
  exact Finset.sum_congr rfl fun j _ => by ring
```

This is $(xy)w=x(yw)$, used whenever $P$ acts on a vector.

```lean
omit [DecidableEq n] in
/-- The bound `q` on the eigenvalues of `T - r l` is positive. -/
theorem GappedTransfer.q_pos {T : Matrix n n ℂ} {r l : n → ℂ} {q : ℝ}
    (h : GappedTransfer T r l q) : 0 < q := by
  have hr : r ≠ 0 := by
    intro h0
    have h1 := h.normalized
    simp [h0] at h1
  -- `r` itself is an eigenvector of `T - r l` with eigenvalue zero
  have h2 := h.gap 0 r hr (by
    rw [Matrix.sub_mulVec, rank_one_mulVec, h.right_fixed, h.normalized, one_smul, sub_self,
      zero_smul])
  simpa using h2
```

The proof applies `gap` to the eigenvector $r$ with eigenvalue 0.

```lean
/-- Removing the fixed-point part from `Tᵏ` leaves `(T - r l)ᵏ (1 - r l)`. -/
theorem pow_sub_fixed {T : Matrix n n ℂ} {r l : n → ℂ} {q : ℝ}
    (h : GappedTransfer T r l q) (k : ℕ) :
    T ^ k - vecMulVec r l = (T - vecMulVec r l) ^ k * (1 - vecMulVec r l) := by
  have hTP : T * vecMulVec r l = vecMulVec r l := by
    ext i j
    simp only [Matrix.mul_apply, vecMulVec_apply, ← mul_assoc, ← Finset.sum_mul]
    exact congrArg (· * l j) (congrFun h.right_fixed i)
  have hPT : vecMulVec r l * T = vecMulVec r l := by
    ext i j
    simp only [Matrix.mul_apply, vecMulVec_apply, mul_assoc, ← Finset.mul_sum]
    exact congrArg (r i * ·) (congrFun h.left_fixed j)
  have hPP : vecMulVec r l * vecMulVec r l = vecMulVec r l := by
    ext i j
    have h1 : ∑ x, l x * r x = 1 := h.normalized
    calc (vecMulVec r l * vecMulVec r l) i j = r i * (∑ x, l x * r x) * l j := by
          simp only [Matrix.mul_apply, vecMulVec_apply, Finset.mul_sum, Finset.sum_mul]
          exact Finset.sum_congr rfl fun x _ => by ring
      _ = vecMulVec r l i j := by rw [h1, mul_one, vecMulVec_apply]
  have hPk : ∀ m : ℕ, vecMulVec r l * T ^ m = vecMulVec r l := by
    intro m
    induction m with
    | zero => simp
    | succ m ih => rw [pow_succ, ← mul_assoc, ih, hPT]
  induction k with
  | zero => simp
  | succ k ih =>
    rw [pow_succ' (T - vecMulVec r l), mul_assoc, ← ih, sub_mul, mul_sub, mul_sub, hTP, hPk,
      hPP, ← pow_succ', sub_self, sub_zero]
```

The facts `hTP`, `hPT` and `hPP` are the three products equal to $P$, and `hPk` extends the second to $PT^m=P$. The final induction is the one done by hand.

```lean
/-- If the spectrum of `a` lies strictly inside the disc of radius `q`, every linear functional
of the powers `aᵏ` is bounded by a constant times `qᵏ`. -/
theorem functional_pow_bound {R : Type*} [NormedRing R] [NormedAlgebra ℂ R]
    [FiniteDimensional ℂ R] [Nontrivial R] (a : R) {q : ℝ} (hq : 0 < q)
    (h : ∀ μ ∈ spectrum ℂ a, ‖μ‖ < q) (f : R →ₗ[ℂ] ℂ) :
    ∃ C : ℝ, ∀ k : ℕ, ‖f (a ^ k)‖ ≤ C * q ^ k := by
  have : CompleteSpace R := FiniteDimensional.complete ℂ R
  lift q to ℝ≥0 using hq.le
  have hrad : spectralRadius ℂ a < (q : ℝ≥0∞) :=
    spectrum.spectralRadius_lt_of_forall_lt a fun μ hμ => NNReal.coe_lt_coe.mp (h μ hμ)
  -- Gelfand's formula controls all sufficiently high powers
  obtain ⟨N, hN⟩ := eventually_atTop.mp
    ((spectrum.pow_nnnorm_pow_one_div_tendsto_nhds_spectralRadius a).eventually_lt_const hrad)
  have hlarge : ∀ k : ℕ, N + 1 ≤ k → ‖a ^ k‖ ≤ (q : ℝ) ^ k := by
    intro k hk
    have hk0 : (k : ℝ) ≠ 0 := by
      have : k ≠ 0 := by omega
      exact_mod_cast this
    have h1 : (‖a ^ k‖₊ : ℝ≥0∞) ≤ (q : ℝ≥0∞) ^ k := by
      calc (‖a ^ k‖₊ : ℝ≥0∞) = ((‖a ^ k‖₊ : ℝ≥0∞) ^ (1 / k : ℝ)) ^ k := by
            rw [← ENNReal.rpow_natCast, ← ENNReal.rpow_mul, one_div_mul_cancel hk0,
              ENNReal.rpow_one]
        _ ≤ (q : ℝ≥0∞) ^ k := pow_le_pow_left' (hN k (by omega)).le k
    have h2 : ‖a ^ k‖₊ ≤ q ^ k := by exact_mod_cast h1
    exact_mod_cast h2
  -- the finitely many low powers are absorbed in the constant
  let S : ℝ := ∑ j ∈ Finset.range (N + 1), ‖a ^ j‖ / (q : ℝ) ^ j
  have hS : 0 ≤ S := Finset.sum_nonneg fun j _ => by positivity
  have hall : ∀ k : ℕ, ‖a ^ k‖ ≤ (1 + S) * (q : ℝ) ^ k := by
    intro k
    have hqk : 0 < (q : ℝ) ^ k := pow_pos hq k
    by_cases hk : N + 1 ≤ k
    · nlinarith [hlarge k hk, mul_nonneg hS hqk.le]
    · have h1 : ‖a ^ k‖ / (q : ℝ) ^ k ≤ S :=
        Finset.single_le_sum (f := fun j => ‖a ^ j‖ / (q : ℝ) ^ j)
          (fun j _ => by positivity) (Finset.mem_range.mpr (by omega))
      rw [div_le_iff₀ hqk] at h1
      linarith
  refine ⟨‖LinearMap.toContinuousLinearMap f‖ * (1 + S), fun k => ?_⟩
  calc ‖f (a ^ k)‖ ≤ ‖LinearMap.toContinuousLinearMap f‖ * ‖a ^ k‖ :=
        (LinearMap.toContinuousLinearMap f).le_opNorm (a ^ k)
    _ ≤ ‖LinearMap.toContinuousLinearMap f‖ * ((1 + S) * (q : ℝ) ^ k) :=
        mul_le_mul_of_nonneg_left (hall k) (norm_nonneg _)
    _ = _ := by ring
```

This is the analytic step, stated for any nonzero finite-dimensional complex normed algebra. `hlarge` takes the high powers from Gelfand's formula, `S` collects the low ones, and `hall` combines them. The last calculation uses the operator norm of `f`.

```lean
/-- For a gapped transfer matrix the connected correlation of any two insertions is bounded by
a constant times `qᵏ` at every separation `k`. -/
theorem connectedCorr_decay {T : Matrix n n ℂ} {r l : n → ℂ} {q : ℝ}
    (h : GappedTransfer T r l q) (A B : Matrix n n ℂ) :
    ∃ C : ℝ, ∀ k : ℕ, ‖connectedCorr T r l A B k‖ ≤ C * q ^ k := by
  have : Nonempty n := by
    by_contra hn
    rw [not_nonempty_iff] at hn
    have h1 := h.normalized
    simp [dotProduct] at h1
  -- the connected correlation as a linear functional of `(T - r l)ᵏ`
  let f : Matrix n n ℂ →ₗ[ℂ] ℂ :=
    { toFun := fun X => l ⬝ᵥ ((A * (X * (1 - vecMulVec r l)) * B) *ᵥ r)
      map_add' := fun X Y => by
        simp only [Matrix.add_mul, Matrix.mul_add, Matrix.add_mulVec, dotProduct_add]
      map_smul' := fun c X => by
        simp only [Matrix.smul_mul, Matrix.mul_smul, Matrix.smul_mulVec, dotProduct_smul,
          RingHom.id_apply] }
  have hf : ∀ k, connectedCorr T r l A B k = f ((T - vecMulVec r l) ^ k) := by
    intro k
    change _ = l ⬝ᵥ ((A * ((T - vecMulVec r l) ^ k * (1 - vecMulVec r l)) * B) *ᵥ r)
    rw [← pow_sub_fixed h k, Matrix.mul_sub, Matrix.sub_mul, Matrix.sub_mulVec, dotProduct_sub,
      ← Matrix.mulVec_mulVec r (A * vecMulVec r l) B, ← Matrix.mulVec_mulVec _ A,
      rank_one_mulVec, Matrix.mulVec_smul, dotProduct_smul, smul_eq_mul, connectedCorr]
    ring
  have hspec : ∀ μ ∈ spectrum ℂ (T - vecMulVec r l), ‖μ‖ < q := by
    intro μ hμ
    rw [spectrum.mem_iff, Matrix.isUnit_iff_isUnit_det, isUnit_iff_ne_zero, not_not] at hμ
    obtain ⟨v, hv, h0⟩ := Matrix.exists_mulVec_eq_zero_iff.mpr hμ
    rw [Algebra.algebraMap_eq_smul_one, Matrix.sub_mulVec, Matrix.smul_mulVec,
      Matrix.one_mulVec, sub_eq_zero] at h0
    exact h.gap μ v hv h0.symm
  let : NormedRing (Matrix n n ℂ) := Matrix.linftyOpNormedRing
  let : NormedAlgebra ℂ (Matrix n n ℂ) := Matrix.linftyOpNormedAlgebra
  obtain ⟨C, hC⟩ := functional_pow_bound (T - vecMulVec r l) h.q_pos hspec f
  exact ⟨C, fun k => by rw [hf k]; exact hC k⟩
```

The theorem is the claim for every $k$, including zero. The constant may depend on $T,r,l,q,A$ and $B$, but not on $k$. In the proof, `hf` is $G_k=f(E^k)$, and `hspec` turns the eigenvector form of the gap into a statement about the spectrum: a singular $\mu-E$ has a nonzero null vector. The norm chosen for the matrices is the largest absolute row sum.

```lean
/-- If `q < 1`, connected correlations vanish in the limit of large separation. -/
theorem connectedCorr_tendsto_zero {T : Matrix n n ℂ} {r l : n → ℂ} {q : ℝ}
    (h : GappedTransfer T r l q) (hq : q < 1) (A B : Matrix n n ℂ) :
    Tendsto (connectedCorr T r l A B) atTop (𝓝 0) := by
  obtain ⟨C, hC⟩ := connectedCorr_decay h A B
  refine squeeze_zero_norm hC ?_
  simpa using (tendsto_pow_atTop_nhds_zero_of_lt_one h.q_pos.le hq).const_mul C
```

With $q<1$ the bound squeezes the correlation to zero.

```lean
/-- For every nonzero eigenvalue `μ` of `T - r l` there are insertions whose connected
correlation at separation `k` is exactly `μᵏ`. -/
theorem exists_connectedCorr_eq_pow {T : Matrix n n ℂ} {r l : n → ℂ} {q : ℝ}
    (h : GappedTransfer T r l q) {μ : ℂ} (hμ : μ ≠ 0) {v : n → ℂ} (hv : v ≠ 0)
    (hE : (T - vecMulVec r l) *ᵥ v = μ • v) :
    ∃ A B : Matrix n n ℂ, ∀ k : ℕ, connectedCorr T r l A B k = μ ^ k := by
  rw [Matrix.sub_mulVec, rank_one_mulVec] at hE
  -- the eigenvector has no overlap with the left fixed vector
  have hlv : l ⬝ᵥ v = 0 := by
    have h1 := congrArg (fun w => l ⬝ᵥ w) hE
    simp only [dotProduct_sub, dotProduct_smul, Matrix.dotProduct_mulVec, h.left_fixed,
      h.normalized, smul_eq_mul, mul_one, sub_self] at h1
    exact (mul_eq_zero.mp h1.symm).resolve_left hμ
  rw [hlv, zero_smul, sub_zero] at hE
  have hpow : ∀ k : ℕ, (T ^ k) *ᵥ v = μ ^ k • v := by
    intro k
    induction k with
    | zero => simp
    | succ k ih =>
      rw [pow_succ, ← Matrix.mulVec_mulVec, hE, Matrix.mulVec_smul, ih, smul_smul, pow_succ']
  obtain ⟨i, hi⟩ := Function.ne_iff.mp hv
  have hi' : v i ≠ 0 := hi
  have hw : (Pi.single i (v i)⁻¹ : n → ℂ) ⬝ᵥ v = 1 := by
    rw [single_dotProduct, inv_mul_cancel₀ hi']
  refine ⟨vecMulVec r (Pi.single i (v i)⁻¹), vecMulVec v l, fun k => ?_⟩
  rw [connectedCorr, ← Matrix.mulVec_mulVec, ← Matrix.mulVec_mulVec, rank_one_mulVec v l r,
    h.normalized, one_smul, hpow, hlv, mul_zero, sub_zero, rank_one_mulVec, dotProduct_smul,
    dotProduct_smul, hw, h.normalized]
  simp
```

Here `hlv` is $lv=0$ and `hpow` is $T^kv=\mu^kv$. The row $w$ has a single nonzero entry, $1/v_i$, at a position where $v_i\neq0$. The resulting insertions are bond-space matrices and need not come from a single-site observable.

## The Pauli tensor as an example

```lean
/-- The transfer matrix `∑ₛ Mₛ ⊗ conj Mₛ` of a uniform matrix product state. -/
def transfer {s D : Type*} [Fintype s] (M : s → Matrix D D ℂ) : Matrix (D × D) (D × D) ℂ :=
  ∑ a, M a ⊗ₖ (M a).map (starRingEnd ℂ)
```

This is $\sum_s M_s\otimes\overline{M_s}$ for site matrices $M_s$, where $s$ runs over the physical states of one site.

```lean
/-- The tensor whose three matrices are the Pauli matrices times a real number `c`. -/
def pauliTensor (c : ℝ) : Fin 3 → Matrix (Fin 2) (Fin 2) ℂ :=
  ![!![0, (c : ℂ); (c : ℂ), 0], !![0, -(c * Complex.I); c * Complex.I, 0],
    !![(c : ℂ), 0; 0, -(c : ℂ)]]

/-- The identity matrix on a two-dimensional bond, written as a vector. -/
def bondId : Fin 2 × Fin 2 → ℂ := fun p => if p.1 = p.2 then 1 else 0
```

Write $b$ for `bondId`, the vector with entries $\delta_{ij}$. It is unnormalised, with $b\cdot b=2$. The superscript in $b^{T}$ denotes the transpose, not the transfer matrix.

```lean
/-- The transfer matrix of the Pauli tensor is `c² (2 b bᵀ - 1)`, where `b` is the vector `bondId`.
-/
theorem transfer_pauliTensor (c : ℝ) : transfer (pauliTensor c) =
    (c : ℂ) ^ 2 • ((2 : ℂ) • vecMulVec bondId bondId - 1) := by
  ext ⟨i, j⟩ ⟨k, m⟩
  fin_cases i <;> fin_cases j <;> fin_cases k <;> fin_cases m <;>
    simp [transfer, pauliTensor, bondId, Fin.sum_univ_succ, vecMulVec_apply] <;>
    first
    | ring1
    | linear_combination (c : ℂ) ^ 2 * Complex.I_sq
    | linear_combination -(c : ℂ) ^ 2 * Complex.I_sq
```

The identity $\sum_s\sigma_s\otimes\overline{\sigma_s}=2\,bb^{T}-1$, scaled by $c^2$, is checked entry by entry, using $i^2=-1$ where needed.

```lean
/-- The Pauli tensor with `c = √(1/3)` has a gapped transfer matrix with `q = 1/2`, the fixed
vectors being the bond identity and half of it. -/
theorem gappedTransfer_witness : GappedTransfer (transfer (pauliTensor √(1 / 3)))
    bondId ((1 / 2 : ℂ) • bondId) (1 / 2) := by
  have hc : ((√(1 / 3) : ℝ) : ℂ) ^ 2 = 1 / 3 := by
    rw [← Complex.ofReal_pow, Real.sq_sqrt (by norm_num)]
    norm_num
  have hd : bondId ⬝ᵥ bondId = 2 := by
    norm_num [bondId, dotProduct, Fintype.sum_prod_type, Fin.sum_univ_two]
  have hsymm : (vecMulVec bondId bondId)ᵀ = vecMulVec bondId bondId := by
    ext i j
    exact mul_comm _ _
  rw [transfer_pauliTensor, hc]
  have hT : ∀ v, ((1 / 3 : ℂ) • ((2 : ℂ) • vecMulVec bondId bondId - 1)) *ᵥ v =
      (1 / 3 : ℂ) • ((2 * (bondId ⬝ᵥ v)) • bondId - v) := by
    intro v
    rw [Matrix.smul_mulVec, Matrix.sub_mulVec, Matrix.smul_mulVec, rank_one_mulVec,
      Matrix.one_mulVec, smul_smul]
  refine ⟨?_, ?_, ?_, ?_⟩
  · rw [hT, hd]
    module
  · rw [← Matrix.mulVec_transpose, Matrix.transpose_smul, Matrix.transpose_sub,
      Matrix.transpose_smul, hsymm, Matrix.transpose_one, hT, dotProduct_smul, hd, smul_eq_mul]
    module
  · rw [smul_dotProduct, hd]
    norm_num
  · intro μ v hv h
    rw [Matrix.sub_mulVec, rank_one_mulVec, hT, smul_dotProduct] at h
    -- overlap with the bond identity forces the eigenvalue to vanish
    have h1 := congrArg (fun w => bondId ⬝ᵥ w) h
    simp only [dotProduct_sub, dotProduct_smul, hd, smul_eq_mul] at h1
    have h2 : μ * (bondId ⬝ᵥ v) = 0 := by linear_combination -h1
    rcases mul_eq_zero.mp h2 with h0 | h0
    · rw [h0]
      norm_num
    · simp only [h0, smul_eq_mul, mul_zero, zero_smul, zero_sub, sub_zero] at h
      have h3 : (μ + 1 / 3) • v = 0 := by
        rw [add_smul, ← h]
        module
      rw [eq_neg_of_add_eq_zero_left ((smul_eq_zero.mp h3).resolve_right hv), norm_neg]
      norm_num

end

end MPSCorrelationDecay
```

At $c=1/\sqrt3$ the transfer matrix is $T=\tfrac13(2bb^{T}-1)$, and $Tb=\tfrac13(4-1)b=b$. The code takes $r=b$ and $l=b^{T}/2$; using the normalised vector $b/\sqrt2$ on both sides gives the same $P=\tfrac12bb^{T}$.

For the gap, let $Ev=\mu v$ with $v\neq0$. Contracting with $b$ gives $\mu\,(b\cdot v)=0$. Either $\mu=0$, or $b\cdot v=0$ and then $Ev=-\tfrac13v$, so $\mu=-\tfrac13$. Both moduli lie below $\tfrac12$, so all the hypotheses are met and the correlations of this state's transfer matrix decay.

```lean
#print axioms MPSCorrelationDecay.connectedCorr_decay
#print axioms MPSCorrelationDecay.connectedCorr_tendsto_zero
#print axioms MPSCorrelationDecay.exists_connectedCorr_eq_pow
```

```
'MPSCorrelationDecay.connectedCorr_decay' depends on axioms: [propext, Classical.choice, Quot.sound]
'MPSCorrelationDecay.connectedCorr_tendsto_zero' depends on axioms: [propext, Classical.choice, Quot.sound]
'MPSCorrelationDecay.exists_connectedCorr_eq_pow' depends on axioms: [propext, Classical.choice, Quot.sound]
```
